# The slope of a bound-state radial function at the nucleus from the gradient of the effective potential

In atomic units, write a one-electron orbital of energy $E$ as $u(r)/r$ times a spherical harmonic of degree $l$, and let $W(r) = V(r) + l(l+1)/(2r^2)$ be the potential $V$ together with the centrifugal term. The radial equation is then $u'' = 2(W-E)u$ for $r>0$, and $d$ denotes the limit of $u'$ as $r \to 0^+$.

```lean
import Mathlib

open MeasureTheory Set Filter Topology

namespace ContactDensity

noncomputable section

/-- The effective radial potential `W = V + l(l+1)/(2r²)` in atomic units, for `r > 0`. -/
def effectivePotential (V : ℝ → ℝ) (l : ℕ) (r : ℝ) : ℝ :=
  V r + (l * (l + 1) : ℝ) / (2 * r ^ 2)

/-- A solution `u` of the radial equation `u'' = 2(W - E)u` on `r > 0`, with derivative `du`
tending to `d` at the nucleus and to zero at infinity, `W'u²` integrable, and `(W - E)u²`
vanishing at both ends. The function `dV` is the derivative of `V`. -/
structure RadialState (V dV : ℝ → ℝ) (l : ℕ) (E : ℝ) (u du : ℝ → ℝ) (d : ℝ) : Prop where
  potential : ∀ r, 0 < r → HasDerivAt V (dV r) r
  amplitude : ∀ r, 0 < r → HasDerivAt u (du r) r
  equation : ∀ r, 0 < r → HasDerivAt du (2 * (effectivePotential V l r - E) * u r) r
  integrable : IntegrableOn (fun r => (dV r - (l * (l + 1) : ℝ) / r ^ 3) * u r ^ 2) (Ioi 0)
  slope_zero : Tendsto du (𝓝[>] 0) (𝓝 d)
  slope_top : Tendsto du atTop (𝓝 0)
  energy_zero : Tendsto (fun r => (effectivePotential V l r - E) * u r ^ 2) (𝓝[>] 0) (𝓝 0)
  energy_top : Tendsto (fun r => (effectivePotential V l r - E) * u r ^ 2) atTop (𝓝 0)

/-- The quantity `u'² - 2(W - E)u²` at radius `r > 0`. -/
def radialEnergy (V : ℝ → ℝ) (l : ℕ) (E : ℝ) (u du : ℝ → ℝ) (r : ℝ) : ℝ :=
  du r ^ 2 - 2 * ((effectivePotential V l r - E) * u r ^ 2)

/-- The density `(u/r)²/(4π)` of an s orbital with radial function `u`, at radius `r > 0`. -/
def sDensity (u : ℝ → ℝ) (r : ℝ) : ℝ := (u r / r) ^ 2 / (4 * Real.pi)

/-- At `r > 0` the slope of the effective potential is `V' - l(l+1)/r³`. -/
theorem hasDerivAt_effectivePotential {V : ℝ → ℝ} {v r : ℝ} (l : ℕ) (hr : 0 < r)
    (hV : HasDerivAt V v r) :
    HasDerivAt (effectivePotential V l) (v - (l * (l + 1) : ℝ) / r ^ 3) r := by
  have hp : HasDerivAt (fun x : ℝ => 2 * x ^ 2) (4 * r) r :=
    ((hasDerivAt_pow 2 r).const_mul 2).congr_deriv (by
      simp only [Nat.cast_ofNat, Nat.reduceSub, pow_one]; ring)
  have hc : HasDerivAt (fun x : ℝ => (l * (l + 1) : ℝ) / (2 * x ^ 2))
      (-(l * (l + 1) : ℝ) / r ^ 3) r :=
    ((hasDerivAt_const r (l * (l + 1) : ℝ)).fun_div hp (by positivity)).congr_deriv (by
      rw [div_eq_div_iff (by positivity) (by positivity)]; ring)
  exact (hV.fun_add hc).congr_deriv (by ring)

/-- Along a radial state, `u'² - 2(W - E)u²` changes at the rate `-2W'u²` for `r > 0`. -/
theorem hasDerivAt_radialEnergy {V dV u du : ℝ → ℝ} {l : ℕ} {E d r : ℝ}
    (S : RadialState V dV l E u du d) (hr : 0 < r) :
    HasDerivAt (radialEnergy V l E u du)
      (-2 * ((dV r - (l * (l + 1) : ℝ) / r ^ 3) * u r ^ 2)) r := by
  have hW := hasDerivAt_effectivePotential l hr (S.potential r hr)
  -- the terms in u u' cancel by the radial equation
  exact (((S.equation r hr).fun_pow 2).fun_sub
    (((hW.sub_const E).fun_mul ((S.amplitude r hr).fun_pow 2)).const_mul 2)).congr_deriv (by
      simp only [Nat.cast_ofNat, Nat.reduceSub, pow_one]; ring)

/-- The squared slope of a radial state at the nucleus is twice the integral of
`(V' - l(l+1)/r³)u²`. -/
theorem slope_sq_eq_force {V dV u du : ℝ → ℝ} {l : ℕ} {E d : ℝ}
    (S : RadialState V dV l E u du d) :
    d ^ 2 = 2 * ∫ r in Ioi (0 : ℝ), (dV r - (l * (l + 1) : ℝ) / r ^ 3) * u r ^ 2 := by
  have h0 : Tendsto (radialEnergy V l E u du) (𝓝[>] 0) (𝓝 (d ^ 2 - 2 * 0)) :=
    (S.slope_zero.pow 2).sub (S.energy_zero.const_mul 2)
  have h1 : Tendsto (radialEnergy V l E u du) atTop (𝓝 (0 ^ 2 - 2 * 0)) :=
    (S.slope_top.pow 2).sub (S.energy_top.const_mul 2)
  rw [show d ^ 2 - 2 * 0 = d ^ 2 by ring] at h0
  rw [show (0 : ℝ) ^ 2 - 2 * 0 = 0 by norm_num] at h1
  -- give the function its limiting value at the nucleus, then integrate its derivative
  have hcont : ContinuousWithinAt
      (Function.update (radialEnergy V l E u du) 0 (d ^ 2)) (Ici 0) 0 := by
    rw [continuousWithinAt_update_same]
    exact h0.mono_left (nhdsWithin_mono _ fun x hx =>
      lt_of_le_of_ne hx.1 fun e => hx.2 e.symm)
  have hder : ∀ r ∈ Ioi (0 : ℝ), HasDerivAt
      (Function.update (radialEnergy V l E u du) 0 (d ^ 2))
      (-2 * ((dV r - (l * (l + 1) : ℝ) / r ^ 3) * u r ^ 2)) r := fun r hr =>
    (hasDerivAt_radialEnergy S hr).congr_of_eventuallyEq (by
      filter_upwards [Ioi_mem_nhds hr] with x hx
      exact Function.update_of_ne (mem_Ioi.mp hx).ne' _ _)
  have htop : Tendsto (Function.update (radialEnergy V l E u du) 0 (d ^ 2)) atTop (𝓝 0) :=
    h1.congr' (by
      filter_upwards [eventually_gt_atTop (0 : ℝ)] with x hx
      exact (Function.update_of_ne hx.ne' _ _).symm)
  have h := integral_Ioi_of_hasDerivAt_of_tendsto hcont hder
    (Integrable.const_mul S.integrable (-2)) htop
  rw [integral_const_mul, Function.update_self] at h
  linarith

/-- For an s state whose radial function vanishes at the nucleus, the density at the nucleus
is the integral of `V'u²` divided by `2π`. -/
theorem contact_density {V dV u du : ℝ → ℝ} {E d : ℝ}
    (S : RadialState V dV 0 E u du d) (hu : Tendsto u (𝓝[>] 0) (𝓝 0)) :
    Tendsto (sDensity u) (𝓝[>] 0)
      (𝓝 ((∫ r in Ioi (0 : ℝ), dV r * u r ^ 2) / (2 * Real.pi))) := by
  -- l'Hôpital's rule: u/r has the same limit as u'
  have hratio : Tendsto (fun r => u r / r) (𝓝[>] 0) (𝓝 d) := by
    refine HasDerivAt.lhopital_zero_nhdsGT (f' := du) (g' := fun _ => 1) ?_ ?_ ?_ hu ?_ ?_
    · filter_upwards [self_mem_nhdsWithin] with r hr using S.amplitude r hr
    · exact Eventually.of_forall fun r => hasDerivAt_id' r
    · exact Eventually.of_forall fun _ => one_ne_zero
    · exact tendsto_nhdsWithin_of_tendsto_nhds tendsto_id
    · simpa only [div_one] using S.slope_zero
  have key : d ^ 2 = 2 * ∫ r in Ioi (0 : ℝ), dV r * u r ^ 2 := by
    simpa only [Nat.cast_zero, zero_mul, zero_div, sub_zero] using slope_sq_eq_force S
  have e : d ^ 2 / (4 * Real.pi) =
      (∫ r in Ioi (0 : ℝ), dV r * u r ^ 2) / (2 * Real.pi) := by
    rw [key, div_eq_div_iff (by positivity) (by positivity)]
    ring
  rw [← e]
  exact (hratio.pow 2).div_const (4 * Real.pi)

/-- If the slope at the nucleus is zero and `V'u²` is integrable, the integral of `V'u²` over
`r > 0` equals the integral of `l(l+1)u²/r³`. -/
theorem force_balance {V dV u du : ℝ → ℝ} {l : ℕ} {E : ℝ}
    (S : RadialState V dV l E u du 0)
    (hV : IntegrableOn (fun r => dV r * u r ^ 2) (Ioi 0)) :
    ∫ r in Ioi (0 : ℝ), dV r * u r ^ 2 =
      ∫ r in Ioi (0 : ℝ), (l * (l + 1) : ℝ) / r ^ 3 * u r ^ 2 := by
  have h := slope_sq_eq_force S
  have e : ∫ r in Ioi (0 : ℝ), (l * (l + 1) : ℝ) / r ^ 3 * u r ^ 2 =
      (∫ r in Ioi (0 : ℝ), dV r * u r ^ 2) -
        ∫ r in Ioi (0 : ℝ), (dV r - (l * (l + 1) : ℝ) / r ^ 3) * u r ^ 2 := by
    rw [← integral_sub hV S.integrable]
    refine integral_congr_ae (Eventually.of_forall fun r => ?_)
    dsimp only
    ring
  linarith

/-- The hydrogenic 1s radial function `2 Z^(3/2) r exp(-Zr)` for nuclear charge `Z > 0`. -/
def hydrogenicU (Z r : ℝ) : ℝ := 2 * √(Z ^ 3) * r * Real.exp (-(Z * r))

/-- The function `2 Z^(3/2) (1 - Zr) exp(-Zr)`, the slope of the hydrogenic 1s function. -/
def hydrogenicSlope (Z r : ℝ) : ℝ := 2 * √(Z ^ 3) * (1 - Z * r) * Real.exp (-(Z * r))

/-- For `Z > 0` the hydrogenic 1s function is a radial state of the potential `-Z/r` with
`l = 0`, energy `-Z²/2` and slope `2 Z^(3/2)` at the nucleus. -/
theorem hydrogenic_witness {Z : ℝ} (hZ : 0 < Z) :
    RadialState (fun r => -Z / r) (fun r => Z / r ^ 2) 0 (-Z ^ 2 / 2)
      (hydrogenicU Z) (hydrogenicSlope Z) (2 * √(Z ^ 3)) := by
  have he (r : ℝ) : HasDerivAt (fun x => Real.exp (-(Z * x))) (-Z * Real.exp (-(Z * r))) r :=
    (((hasDerivAt_id' r).const_mul Z).fun_neg.exp).congr_deriv (by ring)
  -- decay of exp(-Zr) and Zr exp(-Zr)
  have hlin : Tendsto (fun r : ℝ => Z * r) atTop atTop := tendsto_id.const_mul_atTop hZ
  have t0 : Tendsto (fun r => Real.exp (-(Z * r))) atTop (𝓝 0) :=
    Real.tendsto_exp_neg_atTop_nhds_zero.comp hlin
  have t1 : Tendsto (fun r => Z * r * Real.exp (-(Z * r))) atTop (𝓝 0) := by
    have h := (Real.tendsto_pow_mul_exp_neg_atTop_nhds_zero 1).comp hlin
    simpa only [Function.comp_def, pow_one] using h
  have hpot : ∀ r : ℝ, 0 < r → (2 * √(Z ^ 3)) ^ 2 *
      ((Z * r * Real.exp (-(Z * r))) ^ 2 / 2 -
        Z * r * Real.exp (-(Z * r)) * Real.exp (-(Z * r))) =
      (effectivePotential (fun r => -Z / r) 0 r - -Z ^ 2 / 2) * hydrogenicU Z r ^ 2 := by
    intro r hr
    simp only [effectivePotential, hydrogenicU, Nat.cast_zero, zero_mul, zero_div, add_zero]
    generalize √(Z ^ 3) = c
    field_simp
    ring
  refine ⟨fun r hr => ?_, fun r _ => ?_, fun r hr => ?_, ?_, ?_, ?_, ?_, ?_⟩
  · exact ((hasDerivAt_const r (-Z)).fun_div (hasDerivAt_id' r) hr.ne').congr_deriv (by ring)
  · exact (((hasDerivAt_id' r).const_mul (2 * √(Z ^ 3))).fun_mul (he r)).congr_deriv (by
      unfold hydrogenicSlope; ring)
  · refine (((((hasDerivAt_id' r).const_mul Z).const_sub 1).const_mul
      (2 * √(Z ^ 3))).fun_mul (he r)).congr_deriv ?_
    simp only [effectivePotential, hydrogenicU, Nat.cast_zero, zero_mul, zero_div, add_zero]
    generalize √(Z ^ 3) = c
    field_simp
    ring
  · have h : IntegrableOn (fun r => Z * (2 * √(Z ^ 3)) ^ 2 * Real.exp (-(2 * Z) * r))
        (Ioi 0) :=
      Integrable.const_mul (exp_neg_integrableOn_Ioi 0 (by positivity)) _
    refine h.congr_fun (fun r hr => ?_) measurableSet_Ioi
    have hr0 : r ≠ 0 := (mem_Ioi.mp hr).ne'
    have hexp : Real.exp (-(2 * Z) * r) = Real.exp (-(Z * r)) ^ 2 := by
      rw [sq, ← Real.exp_add]
      congr 1
      ring
    simp only [hydrogenicU, hexp, Nat.cast_zero, zero_mul, zero_div, sub_zero]
    generalize √(Z ^ 3) = c
    field_simp
  · have hc : Continuous (hydrogenicSlope Z) := by unfold hydrogenicSlope; fun_prop
    have h := (hc.tendsto 0).mono_left (nhdsWithin_le_nhds (s := Ioi 0))
    simpa [hydrogenicSlope] using h
  · have h := (t0.sub t1).const_mul (2 * √(Z ^ 3))
    rw [sub_zero, mul_zero] at h
    exact h.congr fun r => by unfold hydrogenicSlope; ring
  · have hc : Continuous (fun r : ℝ => (2 * √(Z ^ 3)) ^ 2 *
        ((Z * r * Real.exp (-(Z * r))) ^ 2 / 2 -
          Z * r * Real.exp (-(Z * r)) * Real.exp (-(Z * r)))) := by fun_prop
    have h := (hc.tendsto 0).mono_left (nhdsWithin_le_nhds (s := Ioi 0))
    rw [show (2 * √(Z ^ 3)) ^ 2 * ((Z * 0 * Real.exp (-(Z * 0))) ^ 2 / 2 -
      Z * 0 * Real.exp (-(Z * 0)) * Real.exp (-(Z * 0))) = 0 by ring] at h
    exact h.congr' (by filter_upwards [self_mem_nhdsWithin] with r hr using hpot r hr)
  · have h := (((t1.pow 2).div_const 2).sub (t1.mul t0)).const_mul ((2 * √(Z ^ 3)) ^ 2)
    rw [show (2 * √(Z ^ 3)) ^ 2 * ((0 : ℝ) ^ 2 / 2 - 0 * 0) = 0 by ring] at h
    exact h.congr' (by filter_upwards [eventually_gt_atTop (0 : ℝ)] with r hr using hpot r hr)

/-- For nuclear charge `Z > 0` the hydrogenic 1s density at the nucleus is `Z³/π`. -/
theorem hydrogenic_contact_density {Z : ℝ} (hZ : 0 < Z) :
    Tendsto (sDensity (hydrogenicU Z)) (𝓝[>] 0) (𝓝 (Z ^ 3 / Real.pi)) := by
  have S := hydrogenic_witness hZ
  have hc : Continuous (hydrogenicU Z) := by unfold hydrogenicU; fun_prop
  have hu : Tendsto (hydrogenicU Z) (𝓝[>] 0) (𝓝 0) := by
    have h := (hc.tendsto 0).mono_left (nhdsWithin_le_nhds (s := Ioi 0))
    simpa [hydrogenicU] using h
  have key : (2 * √(Z ^ 3)) ^ 2 =
      2 * ∫ r in Ioi (0 : ℝ), Z / r ^ 2 * hydrogenicU Z r ^ 2 := by
    simpa only [Nat.cast_zero, zero_mul, zero_div, sub_zero] using slope_sq_eq_force S
  rw [mul_pow, Real.sq_sqrt (by positivity)] at key
  have hI : ∫ r in Ioi (0 : ℝ), Z / r ^ 2 * hydrogenicU Z r ^ 2 = 2 * Z ^ 3 := by linarith
  have h := contact_density S hu
  rw [hI, mul_div_mul_left _ _ (two_ne_zero' ℝ)] at h
  exact h

/-- The hydrogen function `u = 2r exp(-r)` has density `1/π` at the nucleus. -/
theorem hydrogen_contact_density :
    Tendsto (sDensity fun r => 2 * r * Real.exp (-r)) (𝓝[>] 0) (𝓝 (1 / Real.pi)) := by
  have h := hydrogenic_contact_density one_pos
  have e : hydrogenicU 1 = fun r => 2 * r * Real.exp (-r) := by
    ext r
    simp [hydrogenicU]
  rwa [e, one_pow] at h

end

end ContactDensity
```

```lean
#print axioms ContactDensity.hasDerivAt_effectivePotential
-- 'ContactDensity.hasDerivAt_effectivePotential' depends on axioms: [propext, Classical.choice, Quot.sound]
#print axioms ContactDensity.force_balance
-- 'ContactDensity.force_balance' depends on axioms: [propext, Classical.choice, Quot.sound]
#print axioms ContactDensity.hydrogen_contact_density
-- 'ContactDensity.hydrogen_contact_density' depends on axioms: [propext, Classical.choice, Quot.sound]
```

## The identity and its conditions

The main theorem, `slope_sq_eq_force`, states that

$$d^2 = 2\int_0^\infty \Big(V'(r) - \frac{l(l+1)}{r^3}\Big)\,u(r)^2\,dr .$$

The bracket is $W'$, the inward radial force on the electron with the centrifugal part included.

The conditions are collected in `RadialState V dV l E u du d`. Here `dV` and `du` are the derivatives of `V` and `u`, and `l` is a natural number. The fields `potential`, `amplitude` and `equation` supply the two derivatives and the radial equation, for $r>0$ only. The field `integrable` asks that $W'u^2$ be integrable on the half-line. The other four are limits: $u' \to d$ at the nucleus, $u' \to 0$ at infinity, and $(W-E)u^2 \to 0$ at both ends. Limits at the nucleus are taken from the right, so $V$ may be singular there, as the Coulomb potential is.

These boundary and integrability conditions are assumed for a general $V$. They express regular behaviour at the nucleus and decay at large distance, and the file derives them only for the hydrogenic 1s function. The model is one non-relativistic electron in a local central potential with a fixed centre.

Normalisation is not required, since both sides of the identity scale as $u^2$. The function `sDensity`, which is $(u/r)^2/(4\pi)$, is a probability density when $\int_0^\infty u^2\,dr = 1$; for any other square-integrable, non-zero $u$ it has to be divided by that integral.

## Derivation by integrating a total derivative

Differentiating the centrifugal term gives $W' = V' - l(l+1)/r^3$. Now consider

$$Q = u'^2 - 2(W-E)u^2 .$$

Its derivative is

$$Q' = 2u'u'' - 2W'u^2 - 4(W-E)uu' .$$

By the radial equation, $2u'u'' = 4(W-E)uu'$. This cancels the last term and leaves $Q' = -2W'u^2$. Integrating from $\varepsilon$ to $R$,

$$Q(R) - Q(\varepsilon) = -2\int_\varepsilon^R W'u^2\,dr .$$

As $\varepsilon \to 0$, $Q(\varepsilon) \to d^2$; as $R \to \infty$, $Q(R) \to 0$. Hence $-d^2 = -2\int_0^\infty W'u^2\,dr$, which is the identity.

The Lean proof takes the same steps. `hasDerivAt_effectivePotential` gives $W'$, and `hasDerivAt_radialEnergy` gives $Q'$, with `ring` carrying out the cancellation. In `slope_sq_eq_force`, `Function.update` assigns $Q$ the value $d^2$ at $r=0$, which makes it continuous from the right. The fundamental theorem of calculus on a half-line, `integral_Ioi_of_hasDerivAt_of_tendsto`, then applies, and `linarith` rearranges the result.

## Density at the nucleus and balance of forces

For $l=0$ the centrifugal term vanishes. If also $u \to 0$ at the nucleus, l'Hôpital's rule gives $\lim u/r = \lim u'/1 = d$, and therefore

$$\lim_{r\to0^+}\frac{(u/r)^2}{4\pi} = \frac{d^2}{4\pi} = \frac{1}{2\pi}\int_0^\infty V'u^2\,dr .$$

This is `contact_density`, whose proof squares the limit of $u/r$ and substitutes the main identity. The density at the nucleus enters the Darwin and Fermi contact terms; for one electron in a local central potential, the formula replaces this point value by an integral over all radii.

If $d=0$, as for regular solutions with $l \ge 1$ in a Coulomb potential, the left side of the main identity is zero. When $V'u^2$ is integrable by itself, the integral can be split:

$$\int_0^\infty V'u^2\,dr = \int_0^\infty \frac{l(l+1)}{r^3}\,u^2\,dr .$$

This is `force_balance`. For a normalised $u$ it says that the inward pull of $V$ equals the outward centrifugal force on average. Its proof writes the centrifugal integrand as the difference of two integrable functions, $V'u^2$ and $W'u^2$.

## The hydrogenic 1s function

For $V=-Z/r$ with $Z>0$, take $u = 2Z^{3/2}re^{-Zr}$, which is normalised. Then

$$u' = 2Z^{3/2}(1-Zr)e^{-Zr}, \qquad u'' = \Big(Z^2 - \frac{2Z}{r}\Big)u = 2\Big(-\frac{Z}{r} + \frac{Z^2}{2}\Big)u ,$$

so the radial equation holds with $E=-Z^2/2$, and the formula for $u'$ gives $d = 2Z^{3/2}$ and $u' \to 0$ at infinity. The remaining conditions follow from

$$W'u^2 = 4Z^4e^{-2Zr}, \qquad (W-E)u^2 = 4Z^3\Big(\frac{Z^2r^2}{2} - Zr\Big)e^{-2Zr} .$$

The first function is integrable, and the second vanishes at both ends. `hydrogenic_witness` verifies all eight fields in this way, using the decay of $e^{-Zr}$ and $Zr\,e^{-Zr}$ for the limits at infinity.

The density at the nucleus is therefore $d^2/(4\pi) = Z^3/\pi$, which is `hydrogenic_contact_density`. Its proof obtains the force integral $\int_0^\infty (Z/r^2)u^2\,dr = 2Z^3$ from the known slope and the main identity, then inserts it into `contact_density`. Direct integration agrees: $\int_0^\infty 4Z^4e^{-2Zr}\,dr = 2Z^3$. Setting $Z=1$ gives `hydrogen_contact_density`: the function $u = 2re^{-r}$ has density $1/\pi$ at the nucleus.

## A slope that survives at infinity, and a hard wall

Take $V=0$, $l=0$, $E=0$ and $u=r$. The radial equation holds, and both $W'u^2$ and $(W-E)u^2$ are zero everywhere. Only the condition $u' \to 0$ at infinity fails, because $u'=1$ throughout. The identity would then read $1=0$, so a finite limit of $u'$ at infinity is not enough.

The same formula for $Q'$ also suggests a version for an electron confined by a hard wall at radius $R$. Suppose $u(R)=0$, $V$ is smooth on $(0,R]$, and the conditions at the nucleus and the integrability on $(0,R)$ are kept. Integrating $Q'$ up to the wall gives

$$d^2 - u'(R)^2 = 2\int_0^R W'u^2\,dr .$$

For $V=0$ and $l=0$, the functions $u=\sin(n\pi r/R)$ with $n = 1, 2, \dots$ have slopes of equal magnitude at the centre and at the wall, in agreement with this relation.
